# Antisymmetrised overlap quotients of differentiable, mutually orthogonal orbitals converge to their nonadiabatic coupling

## Orbitals as curves in one fixed space

Each orbital is treated here as a curve: a function of time with values in a single inner-product space that does not itself change. The nuclei enter only through the time dependence of the curves. No Hamiltonian appears, and the orbitals need not be eigenstates or normalised.

This choice matters for PAW and ultrasoft calculations. The curves can stand for the reconstructed all-electron orbitals, which live in one fixed space. They cannot stand directly for the pseudo-orbitals with their generalised overlap, because that overlap operator moves with the atoms. With the reconstructed orbitals as the curves, an overlap between two times is the overlap of two reconstructed orbitals, each built with the atomic positions of its own time.

## The coupling along a trajectory

Let $u(t)$ and $v(t)$ be two orbitals along a nuclear trajectory. Their nonadiabatic coupling is
$$\langle u(t), v'(t)\rangle ,$$
where the prime is the time derivative. If the orbitals depend on time only through the nuclear positions, this is the nuclear velocity contracted with the derivative coupling vector. It is the term that transfers amplitude between adiabatic states when a wavefunction is expanded in them.

A simulation has orbitals at discrete times. From two distinct times $a$ and $b$ one can form
$$C_{uv}(a,b)=\frac{\langle u(a),v(b)\rangle-\langle u(b),v(a)\rangle}{2(b-a)} .$$
For nonadiabatic dynamics this means that overlaps between successive steps can replace an explicit derivative of the orbitals, in the limit of a small time step and for orbitals that follow differentiable, mutually orthogonal curves.

## What is stated

In Lean, $C_{uv}(a,b)$ is `stepCoupling 𝕜 u v a b`. The scalar field `𝕜` is the real or the complex numbers, `E` is the space of orbitals, of any dimension, and `inner 𝕜 x y` is conjugate-linear in its first argument, as in Dirac notation. Time is real, and the assumptions `NormedSpace ℝ E` and `IsScalarTower ℝ 𝕜 E` provide a compatible real structure for differentiating with respect to it.

The main theorem, `tendsto_nonadiabaticCoupling`, has three hypotheses:

- `hu` and `hv` say that $u$ and $v$ are differentiable at the one time $t$, with derivatives `u'` and `v'`. Physically, the orbitals are followed without level relabelling or arbitrary jumps of sign or phase, which a diagonalisation at each step does not guarantee.
- `horth` says that $\langle u(s),v(s)\rangle=0$ at every time $s$, as for distinct orbitals of an orthonormal set.

The conclusion is that $C_{uv}(t,t+h)$ tends to $\langle u(t),v'(t)\rangle$. The filter `𝓝[≠] 0` means that $h$ approaches zero through nonzero values of either sign. A companion theorem, `tendsto_nonadiabaticCoupling_midpoint`, gives the same limit for the interval from $t-h/2$ to $t+h/2$.

Both are special cases of `tendsto_coupling_iff`, which replaces orthogonality by the exact condition: the estimate converges to the coupling if and only if the overlap $\langle u,v\rangle$ has zero derivative at $t$. The theorems give limits for exact curves. They contain no general error bound at finite step and no treatment of incompletely converged orbitals.

## Derivation for any placement of the interval

Fix a real number $p$ and take the two times $t+ph$ and $t+(p+1)h$, which differ by $h$. Define
$$D(h)=\langle u(t+ph),v(t+(p+1)h)\rangle-\langle u(t+(p+1)h),v(t+ph)\rangle .$$
At $h=0$ both terms equal $\langle u(t),v(t)\rangle$, so $D(0)=0$. The chain rule gives the derivative of $u(t+ch)$ at $h=0$ as $c\,u'$. With all quantities on the right evaluated at $t$, the product rule yields
$$D'(0)=\big[(p+1)\langle u,v'\rangle+p\langle u',v\rangle\big]-\big[p\langle u,v'\rangle+(p+1)\langle u',v\rangle\big]=\langle u,v'\rangle-\langle u',v\rangle .$$
The placement $p$ drops out. For $h\neq0$ the estimate is $D(h)/(2h)=\tfrac12\,(D(h)-D(0))/h$, and therefore
$$\lim_{h\to0}C_{uv}(t+ph,\,t+(p+1)h)=\tfrac12\big(\langle u,v'\rangle-\langle u',v\rangle\big).$$

This limit equals $\langle u,v'\rangle$ exactly when $\langle u,v'\rangle+\langle u',v\rangle=0$. The left side is the time derivative of $\langle u,v\rangle$. If the orbitals stay orthogonal, their overlap is constantly zero and the condition holds. Setting $p=0$ gives the forward interval, and $p=-\tfrac12$ gives the centred one.

Two properties hold already at finite step. Exchanging $a$ and $b$ reverses the sign of both numerator and denominator, so $C_{uv}(a,b)=C_{uv}(b,a)$. Conjugating each overlap gives $\overline{C_{vu}(a,b)}=-C_{uv}(a,b)$, so the matrix of estimates is anti-Hermitian.

## Two states rotating into each other

Let $e$ and $f$ be orthonormal vectors in a real space, let $\omega$ be a real rate, and set
$$u(s)=\cos(\omega s)\,e+\sin(\omega s)\,f,\qquad v(s)=\sin(\omega s)\,e-\cos(\omega s)\,f .$$
Differentiation gives $v'(s)=\omega\,u(s)$, and since $u(s)$ has norm one, the coupling is exactly $\omega$. The cross overlap is
$$\langle u(a),v(b)\rangle=\cos(\omega a)\sin(\omega b)-\sin(\omega a)\cos(\omega b)=\sin(\omega(b-a)).$$
Exchanging the times changes its sign, so
$$C_{uv}(a,b)=\frac{\sin(\omega(b-a))}{b-a}.$$
For $\omega>0$ and $a<b$ this is strictly less than $\omega$, because $\sin x<x$ for $x>0$. The estimate vanishes when $\omega(b-a)=\pi$, so a step of length $\pi/\omega$ misses the coupling altogether.

## Orthogonality at a single instant is too little

Keep $u(s)=e$ fixed and let $v(s)=\cos(s)\,f+\sin(s)\,e$. Both vectors are normalised, and they are orthogonal at $s=0$, but their overlap is $\sin s$. The coupling at $s=0$ is $\langle e,v'(0)\rangle=1$. The estimate is
$$C_{uv}(0,h)=\frac{\sin h-0}{2h}\to\frac12 ,$$
half the correct value. The overlap has derivative $1$ at that instant, which is what the equivalence forbids.

## The one-sided quotient

The same difference-quotient argument treats $\langle u(t),v(t+h)\rangle/h$. If $\langle u(t),v(t)\rangle=0$ and $v$ is differentiable at $t$, the numerator vanishes at $h=0$ and has derivative $\langle u(t),v'(t)\rangle$ there, so the quotient tends to the coupling. Orthogonality at the one time $t$ is enough here, but at finite step the resulting matrix is in general not anti-Hermitian. This variant and the preceding counter-example are supported by the short calculations given here, not by the file below.

## The Lean file

```lean
import Mathlib

open Filter Topology

namespace OverlapNonadiabaticCoupling

noncomputable section

/-- The coupling estimated from the cross overlaps of two orbitals `u`, `v` at two distinct
times `a` and `b`: `(⟨u(a), v(b)⟩ - ⟨u(b), v(a)⟩) / (2 (b - a))`. -/
def stepCoupling (𝕜 : Type*) {E : Type*} [RCLike 𝕜] [NormedAddCommGroup E]
    [InnerProductSpace 𝕜 E] (u v : ℝ → E) (a b : ℝ) : 𝕜 :=
  (2 * (b - a))⁻¹ • (inner 𝕜 (u a) (v b) - inner 𝕜 (u b) (v a))

section General

variable {𝕜 E : Type*} [RCLike 𝕜] [NormedAddCommGroup E] [InnerProductSpace 𝕜 E]

/-- The estimate does not change when the two times are exchanged. -/
theorem stepCoupling_swap (u v : ℝ → E) (a b : ℝ) :
    stepCoupling 𝕜 u v a b = stepCoupling 𝕜 u v b a := by
  have h : (2 * (b - a))⁻¹ = -(2 * (a - b))⁻¹ := by
    rw [← inv_neg]
    congr 1
    ring
  unfold stepCoupling
  rw [h, neg_smul, ← smul_neg, neg_sub]

/-- The estimated couplings are anti-Hermitian in the two orbitals at any finite time step. -/
theorem stepCoupling_antiHermitian (u v : ℝ → E) (a b : ℝ) :
    starRingEnd 𝕜 (stepCoupling 𝕜 v u a b) = -stepCoupling 𝕜 u v a b := by
  simp only [stepCoupling, RCLike.real_smul_eq_coe_mul, map_mul, map_sub,
    RCLike.conj_ofReal, inner_conj_symm]
  ring

variable [NormedSpace ℝ E] [IsScalarTower ℝ 𝕜 E]

/-- For arbitrary differentiable orbitals, the estimate between the times `t + p h` and
`t + (p + 1) h` tends to `(⟨u, v'⟩ - ⟨u', v⟩) / 2` as the time step `h` tends to zero. -/
theorem tendsto_stepCoupling {u v : ℝ → E} {u' v' : E} {t : ℝ}
    (hu : HasDerivAt u u' t) (hv : HasDerivAt v v' t) (p : ℝ) :
    Tendsto (fun h : ℝ => stepCoupling 𝕜 u v (t + p * h) (t + (p + 1) * h)) (𝓝[≠] 0)
      (𝓝 ((2⁻¹ : ℝ) • (inner 𝕜 (u t) v' - inner 𝕜 u' (v t)))) := by
  have hR : ∀ (c : ℝ) (x y : E), inner 𝕜 x (c • y) = (c : 𝕜) * inner 𝕜 x y := by
    intro c x y
    rw [RCLike.real_smul_eq_coe_smul (K := 𝕜) c y, inner_smul_right]
  have hL : ∀ (c : ℝ) (x y : E), inner 𝕜 (c • x) y = (c : 𝕜) * inner 𝕜 x y := by
    intro c x y
    rw [RCLike.real_smul_eq_coe_smul (K := 𝕜) c x, inner_smul_left, RCLike.conj_ofReal]
  -- chain rule for an orbital sampled at the time `t + c h`
  have hcomp : ∀ (w : ℝ → E) (w' : E), HasDerivAt w w' t → ∀ c : ℝ,
      HasDerivAt (fun h : ℝ => w (t + c * h)) (c • w') 0 := by
    intro w w' hw c
    have hlin : HasDerivAt (fun h : ℝ => t + c * h) c 0 :=
      (((hasDerivAt_id' (0 : ℝ)).const_mul c).const_add t).congr_deriv (mul_one c)
    exact hw.scomp_of_eq (0 : ℝ) hlin (by simp)
  -- the difference of cross overlaps, differentiated at zero time step
  have hF : HasDerivAt (fun h : ℝ => inner 𝕜 (u (t + p * h)) (v (t + (p + 1) * h))
      - inner 𝕜 (u (t + (p + 1) * h)) (v (t + p * h)))
      (inner 𝕜 (u t) v' - inner 𝕜 u' (v t)) 0 := by
    refine ((HasDerivAt.inner 𝕜 (hcomp u u' hu p) (hcomp v v' hv (p + 1))).fun_sub
      (HasDerivAt.inner 𝕜 (hcomp u u' hu (p + 1)) (hcomp v v' hv p))).congr_deriv ?_
    simp only [mul_zero, add_zero, hR, hL]
    push_cast
    ring
  have hs := (hasDerivAt_iff_tendsto_slope_zero.mp hF).const_smul (2⁻¹ : ℝ)
  refine hs.congr fun h => ?_
  have e : t + (p + 1) * h - (t + p * h) = h := by ring
  simp only [stepCoupling, e, zero_add, mul_zero, add_zero, sub_self, sub_zero,
    smul_smul, mul_inv]

/-- For orbitals differentiable at `t`, the estimate between the times `t + p h` and `t + (p + 1) h`
converges, as `h` tends to zero, to the nonadiabatic coupling `⟨u, v'⟩` at time `t` exactly when the
overlap `⟨u, v⟩` has zero time derivative there. -/
theorem tendsto_coupling_iff {u v : ℝ → E} {u' v' : E} {t : ℝ}
    (hu : HasDerivAt u u' t) (hv : HasDerivAt v v' t) (p : ℝ) :
    Tendsto (fun h : ℝ => stepCoupling 𝕜 u v (t + p * h) (t + (p + 1) * h)) (𝓝[≠] 0)
      (𝓝 (inner 𝕜 (u t) v')) ↔ HasDerivAt (fun s => inner 𝕜 (u s) (v s)) (0 : 𝕜) t := by
  have hlim := tendsto_stepCoupling (𝕜 := 𝕜) hu hv p
  have hprod := HasDerivAt.inner 𝕜 hu hv
  rw [RCLike.real_smul_eq_coe_mul] at hlim
  push_cast at hlim
  constructor
  · intro h
    have hA := tendsto_nhds_unique hlim h
    refine hprod.congr_deriv ?_
    linear_combination (-2) * hA
  · intro h
    have hz := hprod.unique h
    convert hlim using 2
    linear_combination (1 / 2) * hz

/-- For orbitals that are differentiable at `t` and orthogonal at every time, the estimate
`stepCoupling` formed from the overlaps between the successive times `t` and `t + h` tends to the
nonadiabatic coupling `⟨u(t), v'(t)⟩` as the time step tends to zero. -/
theorem tendsto_nonadiabaticCoupling {u v : ℝ → E} {u' v' : E} {t : ℝ}
    (hu : HasDerivAt u u' t) (hv : HasDerivAt v v' t)
    (horth : ∀ s, inner 𝕜 (u s) (v s) = 0) :
    Tendsto (fun h : ℝ => stepCoupling 𝕜 u v t (t + h)) (𝓝[≠] 0)
      (𝓝 (inner 𝕜 (u t) v')) := by
  have h0 : HasDerivAt (fun s => inner 𝕜 (u s) (v s)) (0 : 𝕜) t := by
    simp only [horth]
    exact hasDerivAt_const t 0
  refine ((tendsto_coupling_iff hu hv 0).2 h0).congr fun h => ?_
  congr 1 <;> ring

/-- For orbitals that are differentiable at `t` and orthogonal at every time, the estimate
`stepCoupling` between `t - h/2` and `t + h/2` tends to the nonadiabatic coupling at the midpoint
`t` as the time step tends to zero. -/
theorem tendsto_nonadiabaticCoupling_midpoint {u v : ℝ → E} {u' v' : E} {t : ℝ}
    (hu : HasDerivAt u u' t) (hv : HasDerivAt v v' t)
    (horth : ∀ s, inner 𝕜 (u s) (v s) = 0) :
    Tendsto (fun h : ℝ => stepCoupling 𝕜 u v (t - h / 2) (t + h / 2)) (𝓝[≠] 0)
      (𝓝 (inner 𝕜 (u t) v')) := by
  have h0 : HasDerivAt (fun s => inner 𝕜 (u s) (v s)) (0 : 𝕜) t := by
    simp only [horth]
    exact hasDerivAt_const t 0
  refine ((tendsto_coupling_iff hu hv (-1 / 2)).2 h0).congr fun h => ?_
  congr 1 <;> ring

end General

section TwoState

variable {F : Type*} [NormedAddCommGroup F] [InnerProductSpace ℝ F]

/-- The first state at time `s`: `cos (ω s) e + sin (ω s) f`. -/
def firstState (e f : F) (ω s : ℝ) : F := Real.cos (ω * s) • e + Real.sin (ω * s) • f

/-- The second state at time `s`: `sin (ω s) e - cos (ω s) f`. -/
def secondState (e f : F) (ω s : ℝ) : F := Real.sin (ω * s) • e - Real.cos (ω * s) • f

/-- For orthonormal `e` and `f`, the overlap of the first state at time `a` with the second
at time `b` is `sin (ω (b - a))`. -/
theorem inner_first_second {e f : F} (he : ‖e‖ = 1) (hf : ‖f‖ = 1) (hef : inner ℝ e f = 0)
    (ω a b : ℝ) :
    inner ℝ (firstState e f ω a) (secondState e f ω b) = Real.sin (ω * (b - a)) := by
  have hee : inner ℝ e e = 1 := by rw [real_inner_self_eq_norm_sq, he]; norm_num
  have hff : inner ℝ f f = 1 := by rw [real_inner_self_eq_norm_sq, hf]; norm_num
  have hfe : inner ℝ f e = 0 := by rw [real_inner_comm]; exact hef
  simp only [firstState, secondState, inner_add_left, inner_sub_right,
    real_inner_smul_left, real_inner_smul_right, hee, hff, hef, hfe]
  rw [show ω * (b - a) = ω * b - ω * a by ring, Real.sin_sub]
  ring

/-- The second state has time derivative `ω` times the first, and for orthonormal `e` and `f`
the nonadiabatic coupling of the two states is `ω`. -/
theorem rotating_states_witness {e f : F} (he : ‖e‖ = 1) (hf : ‖f‖ = 1)
    (hef : inner ℝ e f = 0) (ω s : ℝ) :
    HasDerivAt (secondState e f ω) (ω • firstState e f ω s) s ∧
      inner ℝ (firstState e f ω s) (ω • firstState e f ω s) = ω := by
  constructor
  · have hl : HasDerivAt (fun x : ℝ => ω * x) ω s :=
      ((hasDerivAt_id' s).const_mul ω).congr_deriv (mul_one ω)
    refine ((hl.sin.smul_const e).fun_sub (hl.cos.smul_const f)).congr_deriv ?_
    simp only [firstState]
    module
  · have hee : inner ℝ e e = 1 := by rw [real_inner_self_eq_norm_sq, he]; norm_num
    have hff : inner ℝ f f = 1 := by rw [real_inner_self_eq_norm_sq, hf]; norm_num
    have hfe : inner ℝ f e = 0 := by rw [real_inner_comm]; exact hef
    simp only [firstState, inner_add_left, inner_add_right,
      real_inner_smul_left, real_inner_smul_right, hee, hff, hef, hfe]
    linear_combination ω * Real.sin_sq_add_cos_sq (ω * s)

/-- For orthonormal `e` and `f`, `ω > 0` and `a < b`, the estimate for the two states is `sin (ω (b
- a)) / (b - a)`, which is strictly smaller than `ω`. -/
theorem stepCoupling_rotating {e f : F} (he : ‖e‖ = 1) (hf : ‖f‖ = 1)
    (hef : inner ℝ e f = 0) {ω a b : ℝ} (hω : 0 < ω) (hab : a < b) :
    stepCoupling ℝ (firstState e f ω) (secondState e f ω) a b
        = Real.sin (ω * (b - a)) / (b - a) ∧
      Real.sin (ω * (b - a)) / (b - a) < ω := by
  constructor
  · rw [stepCoupling, inner_first_second he hf hef, inner_first_second he hf hef,
      show ω * (a - b) = -(ω * (b - a)) by ring, Real.sin_neg, smul_eq_mul, mul_inv]
    ring
  · rw [div_lt_iff₀ (sub_pos.2 hab)]
    exact Real.sin_lt (mul_pos hω (sub_pos.2 hab))

end TwoState

end

end OverlapNonadiabaticCoupling
```

```lean
#print axioms OverlapNonadiabaticCoupling.stepCoupling_antiHermitian
#print axioms OverlapNonadiabaticCoupling.tendsto_nonadiabaticCoupling
#print axioms OverlapNonadiabaticCoupling.tendsto_nonadiabaticCoupling_midpoint
#print axioms OverlapNonadiabaticCoupling.stepCoupling_rotating
```

```
'OverlapNonadiabaticCoupling.stepCoupling_antiHermitian' depends on axioms: [propext, Classical.choice, Quot.sound]
'OverlapNonadiabaticCoupling.tendsto_nonadiabaticCoupling' depends on axioms: [propext, Classical.choice, Quot.sound]
'OverlapNonadiabaticCoupling.tendsto_nonadiabaticCoupling_midpoint' depends on axioms: [propext, Classical.choice, Quot.sound]
'OverlapNonadiabaticCoupling.stepCoupling_rotating' depends on axioms: [propext, Classical.choice, Quot.sound]
```

## How the proof follows the derivation

`stepCoupling_swap` first shows that the inverse of the denominator changes sign when the times are exchanged, then cancels that sign against the numerator. `stepCoupling_antiHermitian` conjugates each inner product with `inner_conj_symm` and leaves the rearrangement to `ring`.

The analytic work is in `tendsto_stepCoupling`. Its local facts `hR` and `hL` take real factors out of either argument of the inner product; a real factor is unaffected by the conjugation in the first argument. `hcomp` is the chain rule for an orbital sampled at $t+ch$. `hF` is the computation of $D'(0)$: `HasDerivAt.inner` supplies the product rule for each cross overlap, `fun_sub` subtracts them, and `ring` removes the terms in $p$. Then `hasDerivAt_iff_tendsto_slope_zero` turns this derivative into the limit of the difference quotient, and `const_smul` multiplies it by one half. The last lines identify the result with `stepCoupling`, using $D(0)=0$ and the fact that the two times differ by $h$.

`tendsto_coupling_iff` compares that limit with the derivative of the overlap, called `hprod`. In the forward direction, `tendsto_nhds_unique` equates the two limits of the same function, and `linear_combination` concludes that the derivative of the overlap is zero. In the reverse direction, uniqueness of the derivative gives $\langle u,v'\rangle+\langle u',v\rangle=0$, and half of this equation converts the general limit into the coupling.

The two theorems for orthogonal orbitals use `horth` to rewrite the overlap as the constant zero, whose derivative is zero. They then apply the equivalence with `p` equal to `0` and `-1 / 2`; the final `ring` matches the sampling times.

For the rotating states, `inner_first_second` expands the inner product by linearity, inserts the orthonormality relations and applies the subtraction formula for the sine. `rotating_states_witness` differentiates the second state and obtains the coupling from $\sin^2+\cos^2=1$. `stepCoupling_rotating` uses the cross-overlap formula twice, once for each order of the times, and gets the strict inequality from `Real.sin_lt` after multiplying through by the positive step $b-a$.
